# Applying a spin-free electronic Hamiltonian m times changes seniority by at most 4m

## Can a single application jump from seniority 0 to 6?

Put two electrons of opposite spin in orbital 1 and leave orbital 2 empty. The seniority, meaning the number of singly occupied orbitals, is 0. If I move the up-spin electron to orbital 2, it becomes 2; if the down-spin electron follows, it is 0 again. With many electrons and orbitals I lose track. The Hamiltonian sums over all pairs of excitations with arbitrary integrals, so could one application take a closed shell to seniority 6? And how far can $m$ applications go?

## Each electron hop shifts seniority by −2, 0 or 2

No: one application reaches at most 4, and $m$ applications at most $4m$.

Let $A$ and $B$ be the sets of orbitals occupied by up-spin and down-spin electrons. The seniority is

$$\Omega = |A \,\triangle\, B| = |A| + |B| - 2|A\cap B|.$$

Write $[x\in B]$ for 1 if $x\in B$ and 0 otherwise. Adding an up-spin electron to $x\notin A$ raises $|A|$ by 1 and $|A\cap B|$ by $[x\in B]$, so $\Omega$ changes by $1-2[x\in B]$. Removing one from $i$ changes it by $-(1-2[i\in B])$. A hop from $i$ to $a$ therefore gives

$$\Delta\Omega = 2\big([i\in B]-[a\in B]\big)\in\{-2,0,2\},$$

and down-spin hops behave the same way by symmetry. Two hops change $\Omega$ by at most 4, so $m$ two-electron moves from $A=B$ give $\Omega\le 4m$.

This bound is attained. Start with both spins filling orbitals $0,\dots,2m-1$ and repeatedly move the lowest up-spin electron to just above the up-spin block. After $2m$ hops the two blocks are disjoint and $\Omega=4m$.

The Hamiltonian is

$$H=\sum_{pq}h_{pq}E_{pq}+\tfrac12\sum_{pqrs}g_{pqrs}\,(E_{pq}E_{rs}-\delta_{qr}E_{ps}),$$

where $h_{pq}$ and $g_{pqrs}=(pq|rs)$ are the one- and two-electron integrals over orthonormal spatial orbitals, the same for both spins, and $E_{pq}$ moves an electron from $q$ to $p$, summed over spin. Each $E_{pq}$ connects only determinants with $|\Delta\Omega|\le2$. For a product of two matrices $M$ and $N$, with rows and columns labelled by determinants $D'$, $K$ and $D$,

$$(MN)_{D'D}=\sum_K M_{D'K}N_{KD},$$

a nonzero term needs both factors nonzero, so by the triangle inequality the bounds add. Hence $E_{pq}E_{rs}$ has bound 4, sums and multiples keep it, and $H^m$ has bound $4m$.

For configuration interaction in a finite set of such orthonormal orbitals, this means that seniority sectors more than 4 apart have no direct Hamiltonian coupling.

## What the Lean statements say

A `Det` is the pair $(A,B)$, with both spins sharing one set of spatial orbitals. `OneMove` is a hop to an empty orbital of the same spin, and `TwoMove` is two of them in succession. `hop` carries the fermionic sign and also allows $a=i$, which gives the number operator; `excite p q` is $E_{pq}$.

`hamiltonian_pow_selection` says that if the element of `hamiltonian h g ^ m` between `D'` and `D` is nonzero, their seniorities differ by at most $4m$. `closed_shell_selection` sets the starting determinant to `(A, A)`. The orbital set is finite and ordered, the order serving only to fix signs. The coefficients are arbitrary complex numbers, with no Hermiticity assumed, and the electron number is not fixed. Spin-flip terms and three-electron interactions are absent from this Hamiltonian.

`seniority_bound_sharp` concerns moves, not matrix elements: for particular integrals, an allowed coupling may still vanish.

```lean
import Mathlib

namespace SenioritySelection

/-- A determinant: the finite sets of occupied up-spin and down-spin orbitals. -/
abbrev Det (ι : Type*) := Finset ι × Finset ι

section Moves

variable {ι : Type*} [DecidableEq ι]

/-- The seniority of a determinant: the number of singly occupied orbitals. -/
def seniority (D : Det ι) : ℕ := (symmDiff D.1 D.2).card

/-- One electron moves from an occupied orbital to an empty orbital of the same spin. -/
inductive OneMove : Det ι → Det ι → Prop
  | up {A B : Finset ι} {i a : ι} (hi : i ∈ A) (ha : a ∉ A) :
      OneMove (A, B) (insert a (A.erase i), B)
  | down {A B : Finset ι} {i a : ι} (hi : i ∈ B) (ha : a ∉ B) :
      OneMove (A, B) (A, insert a (B.erase i))

/-- A two-electron move: two successive one-electron moves. -/
def TwoMove (D D' : Det ι) : Prop := ∃ E, OneMove D E ∧ OneMove E D'

/-- Exchanging the two spin directions leaves the seniority unchanged. -/
theorem seniority_swap (A B : Finset ι) : seniority (A, B) = seniority (B, A) := by
  unfold seniority
  exact congrArg Finset.card (symmDiff_comm A B)

/-- Adding an up-spin electron to an orbital `x` without one raises the seniority by one if `x`
holds no down-spin electron, and lowers it by one if it does. -/
theorem seniority_add_electron {C : Finset ι} (B : Finset ι) {x : ι} (hx : x ∉ C) :
    (seniority (insert x C, B) : ℤ) = seniority (C, B) + 1 - 2 * (if x ∈ B then 1 else 0) := by
  -- seniority = number of electrons minus twice the number of pairs
  have count : ∀ A : Finset ι,
      seniority (A, B) + 2 * (A ∩ B).card = A.card + B.card := by
    intro A
    have h1 := Finset.card_sdiff_add_card_inter A B
    have h2 := Finset.card_sdiff_add_card_inter B A
    rw [Finset.inter_comm B A] at h2
    have hd : Disjoint (A \ B) (B \ A) := by
      rw [Finset.disjoint_left]
      intro y hy hy'
      exact (Finset.mem_sdiff.mp hy').2 (Finset.mem_sdiff.mp hy).1
    have h3 : seniority (A, B) = (A \ B).card + (B \ A).card :=
      Finset.card_union_of_disjoint hd
    omega
  have h1 := count (insert x C)
  have h2 := count C
  rw [Finset.card_insert_of_notMem hx] at h1
  by_cases hB : x ∈ B
  · have hn : x ∉ C ∩ B := fun h => hx (Finset.mem_inter.mp h).1
    rw [Finset.insert_inter_of_mem hB, Finset.card_insert_of_notMem hn] at h1
    rw [if_pos hB]
    omega
  · rw [Finset.insert_inter_of_notMem hB] at h1
    rw [if_neg hB]
    omega

/-- Moving an up-spin electron from `i` to `a`, where `a` is free once `i` is vacated, changes the
seniority by twice the down-spin occupation of `i` minus that of `a`. -/
theorem seniority_move {A : Finset ι} (B : Finset ι) {i a : ι} (hi : i ∈ A)
    (ha : a ∉ A.erase i) :
    (seniority (insert a (A.erase i), B) : ℤ) =
      seniority (A, B) + 2 * ((if i ∈ B then 1 else 0) - (if a ∈ B then 1 else 0)) := by
  have h1 := seniority_add_electron B ha
  have h2 := seniority_add_electron B (Finset.notMem_erase i A)
  rw [Finset.insert_erase hi] at h2
  linarith

/-- Moving one electron to an empty orbital of the same spin changes the seniority by
-2, 0 or 2. -/
theorem seniority_oneMove {D D' : Det ι} (h : OneMove D D') :
    (seniority D' : ℤ) - seniority D = -2 ∨ (seniority D' : ℤ) - seniority D = 0 ∨
      (seniority D' : ℤ) - seniority D = 2 := by
  cases h with
  | @up A B i a hi ha =>
    have h := seniority_move B hi (fun h => ha (Finset.mem_of_mem_erase h))
    split_ifs at h <;> omega
  | @down A B i a hi ha =>
    have h := seniority_move A hi (fun h => ha (Finset.mem_of_mem_erase h))
    rw [seniority_swap (insert a (B.erase i)) A, seniority_swap B A] at h
    split_ifs at h <;> omega

/-- After `m` successive two-electron moves from a closed-shell determinant the seniority is at
most `4 m`. -/
theorem seniority_le_of_moves (D : ℕ → Det ι) (m : ℕ) (h0 : (D 0).1 = (D 0).2)
    (hD : ∀ k < m, TwoMove (D k) (D (k + 1))) : seniority (D m) ≤ 4 * m := by
  have key : ∀ k, k ≤ m → seniority (D k) ≤ 4 * k := by
    intro k
    induction k with
    | zero => intro _; simp [seniority, h0]
    | succ k ih =>
      intro hk
      obtain ⟨E, h1, h2⟩ := hD k (by omega)
      have := ih (by omega)
      have := seniority_oneMove h1
      have := seniority_oneMove h2
      omega
  exact key m le_rfl

end Moves

/-- The down-spin electrons fill the first `2 m` orbitals; the block of `2 m` up-spin electrons
is shifted upwards by `2 k` orbitals. -/
def slide (m k : ℕ) : Det ℕ := (Finset.Ico (2 * k) (2 * k + 2 * m), Finset.range (2 * m))

/-- The bound `4 m` is sharp: sliding the up-spin block starts from a closed shell, takes `m`
two-electron moves and ends at seniority exactly `4 m`. -/
theorem seniority_bound_sharp (m : ℕ) :
    (slide m 0).1 = (slide m 0).2 ∧ (∀ k < m, TwoMove (slide m k) (slide m (k + 1))) ∧
      seniority (slide m m) = 4 * m := by
  -- the lowest up-spin electron jumps to the top of the block
  have step : ∀ (l n : ℕ) (B : Finset ℕ), 0 < n →
      OneMove (Finset.Ico l (l + n), B) (Finset.Ico (l + 1) (l + 1 + n), B) := by
    intro l n B hn
    have e : Finset.Ico (l + 1) (l + 1 + n) =
        insert (l + n) ((Finset.Ico l (l + n)).erase l) := by
      ext x
      simp only [Finset.mem_Ico, Finset.mem_insert, Finset.mem_erase]
      omega
    rw [e]
    exact OneMove.up (Finset.mem_Ico.mpr (by omega))
      (fun h => by have := Finset.mem_Ico.mp h; omega)
  refine ⟨?_, ?_, ?_⟩
  · ext x
    simp [slide]
  · intro k hk
    have e : 2 * (k + 1) = 2 * k + 1 + 1 := by ring
    unfold slide
    rw [e]
    exact ⟨_, step (2 * k) (2 * m) _ (by omega), step (2 * k + 1) (2 * m) _ (by omega)⟩
  · have e : symmDiff (slide m m).1 (slide m m).2 = Finset.range (4 * m) := by
      ext x
      simp only [slide, Finset.mem_symmDiff, Finset.mem_Ico, Finset.mem_range]
      omega
    rw [seniority, e, Finset.card_range]

noncomputable section Hamiltonian

variable {κ : Type*} [LinearOrder κ]

/-- Matrix element of "annihilate in `i`, then create in `a`" between occupation sets of one spin,
with the fermionic sign given by the electrons strictly between `i` and `a`. -/
def hop (a i : κ) (S' S : Finset κ) : ℂ :=
  if i ∈ S ∧ a ∉ S.erase i ∧ S' = insert a (S.erase i) then
    (-1) ^ (S.filter (fun x => min a i < x ∧ x < max a i)).card else 0

/-- The spin-summed excitation operator from orbital `i` to orbital `a`, as a matrix over
determinants. -/
def excite (a i : κ) : Matrix (Det κ) (Det κ) ℂ := fun D' D =>
  (if D'.2 = D.2 then hop a i D'.1 D.1 else 0) + (if D'.1 = D.1 then hop a i D'.2 D.2 else 0)

/-- The spin-free electronic Hamiltonian with one-electron integrals `h` and two-electron
integrals `g p q r s = (pq|rs)`. -/
def hamiltonian [Fintype κ] (h : κ → κ → ℂ) (g : κ → κ → κ → κ → ℂ) :
    Matrix (Det κ) (Det κ) ℂ :=
  ∑ p, ∑ q, h p q • excite p q + (1 / 2 : ℂ) • ∑ p, ∑ q, ∑ r, ∑ s,
    g p q r s • (excite p q * excite r s - if q = r then excite p s else 0)

/-- The space of operators that couple only determinants whose seniorities differ by at most
`k`. -/
def band (κ : Type*) [LinearOrder κ] (k : ℕ) : Submodule ℂ (Matrix (Det κ) (Det κ) ℂ) where
  carrier := {M | ∀ D' D, (k : ℤ) < |(seniority D' : ℤ) - seniority D| → M D' D = 0}
  add_mem' := by
    intro M N hM hN D' D h
    rw [Matrix.add_apply, hM D' D h, hN D' D h, add_zero]
  zero_mem' := fun _ _ _ => rfl
  smul_mem' := by
    intro c M hM D' D h
    rw [Matrix.smul_apply, hM D' D h, smul_zero]

/-- In a product of two operators the bounds on the seniority change add up. -/
theorem mul_mem_band [Fintype κ] {k l : ℕ} {M N : Matrix (Det κ) (Det κ) ℂ}
    (hM : M ∈ band κ k) (hN : N ∈ band κ l) : M * N ∈ band κ (k + l) := by
  intro D' D h
  rw [Matrix.mul_apply]
  refine Finset.sum_eq_zero fun E _ => ?_
  by_cases h1 : (k : ℤ) < |(seniority D' : ℤ) - seniority E|
  · rw [hM D' E h1, zero_mul]
  · have h2 : (l : ℤ) < |(seniority E : ℤ) - seniority D| := by
      have := abs_sub_le (seniority D' : ℤ) (seniority E) (seniority D)
      push_cast at h
      linarith [not_lt.mp h1]
    rw [hN E D h2, mul_zero]

/-- A spin-summed one-electron excitation operator changes the seniority by at most two. -/
theorem excite_mem_band (a i : κ) : excite a i ∈ band κ 2 := by
  have zero : ∀ A' A B : Finset κ,
      (2 : ℤ) < |(seniority (A', B) : ℤ) - seniority (A, B)| → hop a i A' A = 0 := by
    intro A' A B h
    unfold hop
    rw [if_neg]
    rintro ⟨hi, ha, rfl⟩
    have h1 := seniority_move B hi ha
    refine absurd h (not_lt.mpr (abs_le.mpr ?_))
    split_ifs at h1 <;> constructor <;> omega
  rintro ⟨A', B'⟩ ⟨A, B⟩ h
  have h : (2 : ℤ) < |(seniority (A', B') : ℤ) - seniority (A, B)| := h
  have h1 : (if B' = B then hop a i A' A else 0) = 0 := by
    split_ifs with e
    · rw [e] at h
      exact zero A' A B h
    · rfl
  have h2 : (if A' = A then hop a i B' B else 0) = 0 := by
    split_ifs with e
    · rw [e, seniority_swap A B', seniority_swap A B] at h
      exact zero B' B A h
    · rfl
  change (if B' = B then hop a i A' A else 0) + (if A' = A then hop a i B' B else 0) = 0
  rw [h1, h2, add_zero]

/-- Seniority selection rule: the `m`-th power of the electronic Hamiltonian couples two
determinants only if their seniorities differ by at most `4 m`. -/
theorem hamiltonian_pow_selection [Fintype κ] (h : κ → κ → ℂ) (g : κ → κ → κ → κ → ℂ)
    (m : ℕ) (D' D : Det κ) (hne : (hamiltonian h g ^ m) D' D ≠ 0) :
    |(seniority D' : ℤ) - seniority D| ≤ 4 * m := by
  have hE : ∀ p q : κ, excite p q ∈ band κ 4 := fun p q D' D hd =>
    excite_mem_band p q D' D (lt_trans (by norm_num) hd)
  have hδ : ∀ p q r s : κ, (if q = r then excite p s else 0) ∈ band κ 4 := by
    intro p q r s
    split_ifs
    · exact hE p s
    · exact Submodule.zero_mem _
  -- one application of the Hamiltonian changes the seniority by at most four
  have hH : hamiltonian h g ∈ band κ 4 := by
    unfold hamiltonian
    exact Submodule.add_mem _
      (Submodule.sum_mem _ fun p _ => Submodule.sum_mem _ fun q _ =>
        Submodule.smul_mem _ _ (hE p q))
      (Submodule.smul_mem _ _ (Submodule.sum_mem _ fun p _ => Submodule.sum_mem _ fun q _ =>
        Submodule.sum_mem _ fun r _ => Submodule.sum_mem _ fun s _ =>
          Submodule.smul_mem _ _ (Submodule.sub_mem _
            (mul_mem_band (excite_mem_band p q) (excite_mem_band r s)) (hδ p q r s))))
  have hpow : ∀ n : ℕ, hamiltonian h g ^ n ∈ band κ (4 * n) := by
    intro n
    induction n with
    | zero =>
      rw [pow_zero]
      intro E' E hd
      exact Matrix.one_apply_ne (by rintro rfl; simp at hd)
    | succ n ih =>
      rw [pow_succ]
      exact mul_mem_band ih hH
  by_contra hc
  exact hne (hpow m D' D (by push_cast; exact not_le.mp hc))

/-- Starting from a closed-shell determinant, `m` applications of the electronic Hamiltonian
reach only determinants of seniority at most `4 m`. -/
theorem closed_shell_selection [Fintype κ] (h : κ → κ → ℂ) (g : κ → κ → κ → κ → ℂ)
    (m : ℕ) (A : Finset κ) (D : Det κ) (hne : (hamiltonian h g ^ m) D (A, A) ≠ 0) :
    seniority D ≤ 4 * m := by
  have h1 := (abs_le.mp (hamiltonian_pow_selection h g m D (A, A) hne)).2
  have h2 : seniority (A, A) = 0 := by simp [seniority]
  omega

end Hamiltonian

end SenioritySelection
```

```lean
#print axioms SenioritySelection.seniority_move
#print axioms SenioritySelection.seniority_le_of_moves
#print axioms SenioritySelection.seniority_bound_sharp
#print axioms SenioritySelection.closed_shell_selection
```

```
'SenioritySelection.seniority_move' depends on axioms: [propext, Classical.choice, Quot.sound]
'SenioritySelection.seniority_le_of_moves' depends on axioms: [propext, Classical.choice, Quot.sound]
'SenioritySelection.seniority_bound_sharp' depends on axioms: [propext, Classical.choice, Quot.sound]
'SenioritySelection.closed_shell_selection' depends on axioms: [propext, Classical.choice, Quot.sound]
```

## From counting electrons to a subspace of matrices

`seniority_add_electron` proves the counting formula and compares it before and after an insertion. `seniority_move` uses it twice, once for $a$ and once for putting $i$ back. `seniority_oneMove` splits on whether $i$ and $a$ hold an electron of the opposite spin, with `seniority_swap` reducing down-spin hops to up-spin ones, and `seniority_le_of_moves` is an induction over the moves. `seniority_bound_sharp` carries out the sliding construction.

The Hamiltonian part rests on `band κ k`, the matrices that vanish whenever the seniorities differ by more than $k$. It is declared as a `Submodule`, so closure under addition and scalar multiplication is proved once. Mathlib's `Submodule.sum_mem`, `Submodule.smul_mem` and `Submodule.sub_mem` then follow the formula for $H$ term by term, and no matrix element of $H$ is ever expanded.

Products are not part of the submodule structure. `mul_mem_band` supplies them through the triangle inequality, and `excite_mem_band` provides the bound 2 for each excitation. An induction on the power, starting from the identity matrix at $m=0$, gives $4m$.
